# Summed link phases recover a pumped phase when all steps are below π in modulus, and reverse its sign for equal steps between π and 2π

Let a phase advance once, from $x_0=0$ to $x_1=3\pi/2$. If only the unit complex number $e^{i(x_1-x_0)}=-i$ is available, its principal argument is $-\pi/2$. A forward advance of three quarters of a turn is read as a quarter turn backwards. The two differ by $2\pi$, which the exponential cannot show.

The same can happen when a charge pump is followed through a finite list of phases. In a one-dimensional insulator driven adiabatically through a cycle, with its gap open throughout, $x_j$ can stand for the Berry phase of the occupied bands at the $j$-th pump parameter, followed continuously along the path. Its change divided by $2\pi$ is the pumped charge in units of the carrier charge, up to a sign convention. The result concerns the counting of that charge from a given sequence of real phases; the Hamiltonian, its gap and the Berry phase calculation are not modelled.

## Phases are read only through their links

For two successive phases $a$ and $b$, the link phase is $\ell(a,b)=\arg e^{i(b-a)}$, with the argument in $(-\pi,\pi]$. The tracked phase after $N$ steps is

$$T_N=\sum_{j=0}^{N-1}\ell(x_j,x_{j+1}).$$

In Lean these are `linkPhase` and `trackedPhase`. The history is a function `x : ℕ → ℝ`, of which only $x_0,\dots,x_N$ enter, and `Finset.range N` runs over $j=0,\dots,N-1$.

```lean
import Mathlib

open scoped Real

namespace PumpedChargeAliasing

noncomputable section

/-- The phase of the link between two successive readings `a` and `b`: the principal
argument of `exp (i (b - a))`. -/
def linkPhase (a b : ℝ) : ℝ :=
  Complex.arg (Complex.exp (((b - a : ℝ) : ℂ) * Complex.I))

/-- The phase tracked over the first `N` steps of a pump: the sum of the link phases. -/
def trackedPhase (x : ℕ → ℝ) (N : ℕ) : ℝ :=
  ∑ j ∈ Finset.range N, linkPhase (x j) (x (j + 1))
```

In a calculation each Berry phase comes out modulo $2\pi$, on a branch that may change from one pump parameter to the next. With these values in an array `phi`, the tracked phase is `np.angle(np.exp(1j*np.diff(phi))).sum()` in NumPy, up to rounding. When a link is at or very near $-1$, rounding can flip the sign of its argument and so change the sum by $2\pi$. The branches do not matter, as shown below, but the size of the true steps does.

## An integer number of turns brings each step into (−π, π]

Write $d=b-a$ and suppose that an integer $m$ satisfies $d-2\pi m\in(-\pi,\pi]$. Physically, $m$ is the number of full turns that the readout loses in this step. Since $e^{-2\pi i m}=1$,

$$e^{id}=e^{i(d-2\pi m)},\qquad\text{so}\qquad \ell(a,b)=d-2\pi m,$$

because the principal argument of $e^{i\theta}$ is $\theta$ when $\theta\in(-\pi,\pi]$. The interval condition is needed for this last equality alone. Without it, $d-2\pi m$ is still an argument of the link, but not the principal one.

The proof of `linkPhase_eq` has the same two parts. The equality `key` removes the turns, with $m$ as the integer witness, and `Complex.arg_cos_add_sin_mul_I` uses the interval condition `h`.

```lean
/-- If removing `m` full turns brings a phase step into `(-π, π]`, the link phase is the
step with these `m` turns removed. -/
theorem linkPhase_eq (a b : ℝ) (m : ℤ)
    (h : b - a - 2 * π * (m : ℝ) ∈ Set.Ioc (-π) π) :
    linkPhase a b = b - a - 2 * π * (m : ℝ) := by
  -- full turns are invisible to the exponential
  have key : Complex.exp (((b - a : ℝ) : ℂ) * Complex.I)
      = Complex.exp (((b - a - 2 * π * (m : ℝ) : ℝ) : ℂ) * Complex.I) := by
    rw [Complex.exp_eq_exp_iff_exists_int]
    exact ⟨m, by push_cast; ring⟩
  unfold linkPhase
  rw [key, Complex.exp_mul_I, Complex.arg_cos_add_sin_mul_I h]
```

Periodicity also settles the question of branches. Replacing $a$ by $a+2\pi k$ and $b$ by $b+2\pi l$ changes the exponent by $2\pi i(l-k)$, so the link is the same.

```lean
/-- The link phase is unchanged when each of the two phases is shifted by its own
integer number of full turns. -/
theorem linkPhase_add_turns (a b : ℝ) (k l : ℤ) :
    linkPhase (a + 2 * π * (k : ℝ)) (b + 2 * π * (l : ℝ)) = linkPhase a b := by
  unfold linkPhase
  congr 1
  rw [Complex.exp_eq_exp_iff_exists_int]
  exact ⟨l - k, by push_cast; ring⟩
```

A suitable $m$ always exists. The condition $-\pi<d-2\pi m\le\pi$ is equivalent to

$$\frac{d-\pi}{2\pi}\le m<\frac{d-\pi}{2\pi}+1,$$

and the ceiling of $(d-\pi)/(2\pi)$ satisfies it. In Lean, the two defining inequalities of the ceiling are multiplied by $2\pi$ and rearranged by `linarith`.

```lean
/-- Every real phase step can be brought into `(-π, π]` by removing an integer number
of full turns. -/
theorem exists_turns (d : ℝ) : ∃ m : ℤ, d - 2 * π * (m : ℝ) ∈ Set.Ioc (-π) π := by
  have hp : 0 < 2 * π := by positivity
  refine ⟨⌈(d - π) / (2 * π)⌉, ?_⟩
  have h1 := Int.le_ceil ((d - π) / (2 * π))
  have h2 := Int.ceil_lt_add_one ((d - π) / (2 * π))
  have h3 := mul_le_mul_of_nonneg_left h1 hp.le
  have h4 := mul_lt_mul_of_pos_left h2 hp
  have h5 : 2 * π * ((d - π) / (2 * π)) = d - π := mul_div_cancel₀ _ hp.ne'
  rw [mul_add, h5] at h4
  rw [h5] at h3
  rw [Set.mem_Ioc]
  constructor <;> linarith
```

Now let $m_j$ be the integer for step $j$. Summing the link phases and telescoping the true steps gives

$$T_N=\sum_{j=0}^{N-1}(x_{j+1}-x_j-2\pi m_j)=x_N-x_0-2\pi\sum_{j=0}^{N-1}m_j .$$

This is `trackedPhase_eq`: `hsum` replaces each link phase by its value, and `Finset.sum_range_sub` does the telescoping.

```lean
/-- Aliasing formula: if removing `m j` full turns brings each step `j < N` into `(-π, π]`, the
tracked phase is the true phase change minus `2π` times the sum of these `m j`. -/
theorem trackedPhase_eq (x : ℕ → ℝ) (N : ℕ) (m : ℕ → ℤ)
    (h : ∀ j < N, x (j + 1) - x j - 2 * π * (m j : ℝ) ∈ Set.Ioc (-π) π) :
    trackedPhase x N = x N - x 0 - 2 * π * ∑ j ∈ Finset.range N, (m j : ℝ) := by
  have hsum : trackedPhase x N
      = ∑ j ∈ Finset.range N, ((x (j + 1) - x j) - 2 * π * (m j : ℝ)) :=
    Finset.sum_congr rfl fun j hj => linkPhase_eq _ _ _ (h j (Finset.mem_range.mp hj))
  -- the true steps telescope
  rw [hsum, Finset.sum_sub_distrib, Finset.sum_range_sub, ← Finset.mul_sum]
```

## Steps smaller than half a turn

The hypothesis $|x_{j+1}-x_j|<\pi$ for all $j<N$ says that the pump parameter is sampled finely enough for the phase to move by less than half a turn between readings. Every $m_j$ can then be taken as $0$, and the formula reduces to $T_N=x_N-x_0$.

The weaker condition $x_{j+1}-x_j\in(-\pi,\pi]$ is enough, and it is also necessary if the tracking is to be right at every time $n\le N$. In that case, subtracting $T_j=x_j-x_0$ from $T_{j+1}=x_{j+1}-x_0$ gives

$$x_{j+1}-x_j=\ell(x_j,x_{j+1}),$$

and the right-hand side is a principal argument, so it lies in $(-\pi,\pi]$. In the Lean proof, `h4` is this subtraction, and the reverse direction applies the aliasing formula with all turns equal to zero.

```lean
/-- The tracked phase agrees with the true phase change at every time up to `N` exactly
when every step lies in `(-π, π]`. -/
theorem tracking_faithful_iff (x : ℕ → ℝ) (N : ℕ) :
    (∀ n ≤ N, trackedPhase x n = x n - x 0) ↔
      ∀ j < N, x (j + 1) - x j ∈ Set.Ioc (-π) π := by
  constructor
  · intro h j hj
    have h1 := h j hj.le
    have h2 := h (j + 1) hj
    have h3 : trackedPhase x (j + 1) = trackedPhase x j + linkPhase (x j) (x (j + 1)) :=
      Finset.sum_range_succ _ _
    -- the step equals a principal argument
    have h4 : x (j + 1) - x j = linkPhase (x j) (x (j + 1)) := by linarith
    rw [h4]
    exact ⟨Complex.neg_pi_lt_arg _, Complex.arg_le_pi _⟩
  · intro h n hn
    have h1 := trackedPhase_eq x n (fun _ => 0) (fun j hj => by
      simpa using h j (lt_of_lt_of_le hj hn))
    simpa using h1
```

The strict bound on the modulus implies the interval condition, and the case $n=N$ gives the stated equality.

```lean
/-- If every phase step is smaller than `π` in modulus, the true phase change is the sum
of the link phases. -/
theorem phase_change_eq_tracked (x : ℕ → ℝ) (N : ℕ)
    (h : ∀ j < N, |x (j + 1) - x j| < π) :
    x N - x 0 = trackedPhase x N :=
  ((tracking_faithful_iff x N).mpr
    (fun j hj => ⟨(abs_lt.mp (h j hj)).1, (abs_lt.mp (h j hj)).2.le⟩) N le_rfl).symm
```

If the bound fails, the final value may be wrong, but need not be. Steps $3\pi/2$ and $-3\pi/2$ lose turns $1$ and $-1$, so the tracked phase is wrong after the first step and right after the second. This is why the equivalence refers to all intermediate times. At the edge of the interval, a step of $\pi$ is read correctly and a step of $-\pi$ is read as $\pi$.

## Equal steps between half a turn and a full turn

Suppose instead that $N\ge1$ and that every step equals $s$ with $\pi<s<2\pi$. This describes a pump that advances uniformly but is sampled too coarsely. The true change is $x_N-x_0=Ns>0$. Since $-\pi<s-2\pi<0$, every $m_j$ is $1$, and

$$T_N=Ns-2\pi N=N(s-2\pi)<0 .$$

Each hypothesis has its own place here:

- Equality of the steps gives the closed forms $Ns$ and $N(s-2\pi)$. For unequal steps that all lie between $\pi$ and $2\pi$, each link still loses one turn and the sign is still reversed.
- The bound $\pi<s$ puts $s-2\pi$ above $-\pi$. At $s=\pi$ the tracking is correct.
- The bound $s<2\pi$ makes the tracked phase negative. At $s=2\pi$ the pump appears to stand still.
- The condition $N\ge1$ makes both signs strict. For $N=0$ both phases vanish.

In the proof, `htrue` sums the equal steps, the aliasing formula is applied with one turn per link, and the signs follow from those of the two factors.

```lean
/-- For at least one step, all equal to `s` with `π < s < 2π`, the true phase change is
`N s > 0`, while the tracked phase is `N (s - 2π) < 0`. -/
theorem aliasing_reverses_sign (x : ℕ → ℝ) (N : ℕ) (s : ℝ) (hN : 1 ≤ N)
    (hs : ∀ j < N, x (j + 1) - x j = s) (h1 : π < s) (h2 : s < 2 * π) :
    (x N - x 0 = N * s ∧ 0 < x N - x 0) ∧
      (trackedPhase x N = N * (s - 2 * π) ∧ trackedPhase x N < 0) := by
  have hNpos : (0 : ℝ) < N := by exact_mod_cast hN
  have htrue : x N - x 0 = N * s := by
    rw [← Finset.sum_range_sub,
      Finset.sum_congr rfl (fun j hj => hs j (Finset.mem_range.mp hj))]
    simp only [Finset.sum_const, Finset.card_range, nsmul_eq_mul]
  -- each link loses exactly one turn
  have h := trackedPhase_eq x N (fun _ => 1) (fun j hj => by
    rw [hs j hj, Set.mem_Ioc]
    constructor <;> push_cast <;> linarith [Real.pi_pos])
  simp only [Int.cast_one, Finset.sum_const, Finset.card_range, nsmul_eq_mul,
    mul_one] at h
  have htracked : trackedPhase x N = N * (s - 2 * π) := by
    rw [h, htrue]
    ring
  refine ⟨⟨htrue, ?_⟩, htracked, ?_⟩
  · rw [htrue]
    exact mul_pos hNpos (Real.pi_pos.trans h1)
  · rw [htracked]
    exact mul_neg_of_pos_of_neg hNpos (by linarith)
```

## A closed cycle keeps the tracked phase quantized

After a full pump cycle the insulator returns to its initial state, and the phase has changed by $2\pi C$ with an integer $C$. This is assumed as `hC`, not derived from a band structure. Inserting it into the aliasing formula gives

$$T_N=2\pi\Bigl(C-\sum_{j=0}^{N-1}m_j\Bigr),$$

again an integer number of turns, whatever the step sizes. The proof chooses the integers $m_j$ through `exists_turns` and gives the bracket as the witness. Without the closure condition $T_N$ need not be quantized: a single step of $\pi/2$ is tracked as $\pi/2$.

```lean
/-- If the true phase changes by an integer number of turns over the cycle, the tracked
phase is also an integer number of turns, whatever the step sizes. -/
theorem tracked_quantized (x : ℕ → ℝ) (N : ℕ) (C : ℤ)
    (hC : x N - x 0 = 2 * π * (C : ℝ)) :
    ∃ k : ℤ, trackedPhase x N = 2 * π * (k : ℝ) := by
  choose m hm using fun j : ℕ => exists_turns (x (j + 1) - x j)
  refine ⟨C - ∑ j ∈ Finset.range N, m j, ?_⟩
  rw [trackedPhase_eq x N m (fun j _ => hm j), hC]
  push_cast
  ring
```

An integer result is therefore no evidence that the sampling was fine enough. Take $x_j=4\pi j/3$ and $N=3$. The true change is $4\pi$, two turns forward, while each link phase is $-2\pi/3$ and the tracked phase is $-2\pi$, one turn backwards. The theorem follows from the previous case with $s=4\pi/3$.

```lean
/-- A phase that advances by two full turns in three equal steps is tracked as one full
turn backwards. -/
theorem two_turns_in_three_steps :
    let x : ℕ → ℝ := fun j => j * (4 * π / 3)
    x 3 - x 0 = 2 * π * 2 ∧ trackedPhase x 3 = 2 * π * (-1) := by
  intro x
  have h := aliasing_reverses_sign x 3 (4 * π / 3) (by norm_num)
    (fun j _ => by simp only [x]; push_cast; ring)
    (by linarith [Real.pi_pos]) (by linarith [Real.pi_pos])
  obtain ⟨⟨ht, _⟩, ha, _⟩ := h
  constructor
  · rw [ht]
    push_cast
    ring
  · rw [ha]
    push_cast
    ring

end

end PumpedChargeAliasing
```

```lean
#print axioms PumpedChargeAliasing.linkPhase_add_turns
-- 'PumpedChargeAliasing.linkPhase_add_turns' depends on axioms: [propext, Classical.choice, Quot.sound]
#print axioms PumpedChargeAliasing.phase_change_eq_tracked
-- 'PumpedChargeAliasing.phase_change_eq_tracked' depends on axioms: [propext, Classical.choice, Quot.sound]
#print axioms PumpedChargeAliasing.tracked_quantized
-- 'PumpedChargeAliasing.tracked_quantized' depends on axioms: [propext, Classical.choice, Quot.sound]
#print axioms PumpedChargeAliasing.two_turns_in_three_steps
-- 'PumpedChargeAliasing.two_turns_in_three_steps' depends on axioms: [propext, Classical.choice, Quot.sound]
```

If the phase in this example advances uniformly between the readings as well, halving each step gives six steps of $2\pi/3$, which are tracked correctly as $4\pi$. In practice one can refine the grid and see whether the integer changes. A change shows that at least one of the grids was too coarse. An unchanged integer is not a proof of correctness: a uniform advance of six turns is tracked as zero with three steps and again with six. Small link phases on a single grid are not sufficient evidence, since a true step close to $2\pi$ also produces one.
